# Unique dressed vertex and symmetric free-energy Hessian for symmetric Phi, L, F4 with 1 − F4 L invertible

## Displacements, pairs and four matrices

Two index sets occur. The set n labels atomic displacement coordinates, and the finite set m labels ordered pairs of such coordinates. All matrices are real, ᵀ is the transpose, and a·b is the dot product.

- Phi (n×n) holds the self-consistent force constants, the second derivatives of the potential averaged over the Gaussian fluctuations of the self-consistent harmonic approximation.
- F3 (m×n) is the cubic vertex, the averaged third derivatives with two indices grouped into a pair.
- F4 (m×m) is the quartic vertex, the averaged fourth derivatives grouped into two pairs.
- L (m×m) is the static two-phonon propagator, which turns a change of the force constants into a change of the displacement correlations.

The sign of the response and the factor 1/2 from the Gaussian average are absorbed into L. Phi and F4 are taken symmetric because partial derivatives commute, and L because it is a static linear response.

## How a shift of the atoms dresses the cubic vertex

In the self-consistent harmonic approximation the nuclei fluctuate in a Gaussian around average positions. Shift those positions by a small vector v. The force constants change by a vector p on pair indices, and half the displacement correlation changes by L p. The change p has a direct part and a feedback through the altered fluctuations:

p = F3 v + F4 L p

Writing p = X v for all v gives the vertex equation for the m×n dressed vertex X:

X = F3 + F4 L X

The gradient of the free energy changes by Phi v + F3ᵀ L p, so its Hessian in the average positions is

H(X) = Phi + F3ᵀ L X

This argument only motivates the two formulas, which enter the Lean file as the definitions `IsDressedVertex` and `hessian` and are not derived there from a free energy. For a finite supercell treated statically within this approximation, H is the matrix whose negative eigenvalues signal an instability of the average structure, and its symmetry makes those eigenvalues real.

## Uniqueness, symmetry and softening

The theorem `free_energy_hessian` assumes `Phi.IsSymm`, `L.IsSymm`, `F4.IsSymm` and `IsUnit (1 - F4 * L).det`. Over the reals the last condition says det(1 − F4 L) ≠ 0: no nonzero pattern p sustains itself through p = F4 L p without a driving displacement. There are two conclusions. A matrix X solves the vertex equation exactly when

X = (1 − F4 L)⁻¹ F3

so this matrix is a solution and the only one, and H(X) is symmetric for every solution X. Mathlib assigns the inverse zero to a singular matrix; symmetry is stated for solutions of the equation, so that value plays no part in it.

The other theorems sharpen this.

- `isUnit_of_existsUnique`: if n is nonempty and the equation has exactly one solution, then 1 − F4 L is invertible.
- `hessian_isSymm` and `hessian_eq_of_solutions`: without invertibility, every solution gives a symmetric H, and any two solutions give the same H. Existence of a solution is not claimed in that case.
- `hessian_le_phi`: for finite n and symmetric L, F4 with y·Ly ≤ 0 and y·F4 y ≥ 0 for all y, every solution obeys v·H v ≤ v·Phi v for all v. The sign of L says that stiffer springs reduce fluctuations. The sign of F4 describes a quartic term that stiffens as fluctuations grow, which a given crystal need not have.

Lean treats m as an arbitrary finite type unrelated to n. The full permutation symmetry of the vertices, translation invariance, the dependence of L on Phi and temperature, and any frequency dependence are absent.

## Eliminating the bare vertex

Moving F4 L X to the left turns the vertex equation into a linear system:

(1 − F4 L) X = F3

If 1 − F4 L is invertible, multiplying from the left by the inverse gives the closed form, and inserting the closed form returns F3. Conversely, let X be a solution and let the determinant vanish. Then (1 − F4 L) w = 0 for some w ≠ 0. The m×n matrix W with w in every column obeys (1 − F4 L) W = 0, so X + W is also a solution, and it differs from X once there is at least one column.

For symmetry, let Y be any solution. Then F3 = Y − F4 L Y, and since L and F4 are symmetric,

F3ᵀ = Yᵀ − Yᵀ L F4

Multiplying from the right by L X, for an arbitrary m×n matrix X, gives

F3ᵀ L X = Yᵀ K X, with K = L − L F4 L

and Kᵀ = K. If X is a solution, the choice Y = X gives H(X) = Phi + Xᵀ K X, which is symmetric. For two solutions X and Y,

F3ᵀ L X = (F3ᵀ L X)ᵀ = (Yᵀ K X)ᵀ = Xᵀ K Y = F3ᵀ L Y

so H(X) = H(Y). Finally, with y = X v,

v·H v − v·Phi v = y·K y = y·Ly − (Ly)·F4 (Ly) ≤ 0

under the two sign conditions.

## One mode, and the limit F4 = 0

With one displacement and one pair, Phi, L, F3, F4, X become numbers φ, ℓ, g, q, x. For qℓ ≠ 1,

x = g / (1 − qℓ), H = φ + ℓ g² / (1 − qℓ)

For ℓ ≤ 0 and q ≥ 0 the denominator is at least 1 and H ≤ φ. At qℓ = 1 the linear system reads 0 = g: there is no solution if g ≠ 0, while for g = 0 every x solves it and H = φ for all of them. In any size, F4 = 0 gives X = F3 and the bubble form H = Phi + F3ᵀ L F3.

## The Lean file

```lean
import Mathlib

open Matrix

namespace SelfConsistentPhononHessian

variable {m n : Type*} [Fintype m]

/-- `X` solves the self-consistent vertex equation `X = F3 + F4 L X`, with cubic vertex `F3`,
quartic vertex `F4` and two-phonon propagator `L`. -/
def IsDressedVertex (L F4 : Matrix m m ℝ) (F3 X : Matrix m n ℝ) : Prop :=
  X = F3 + F4 * L * X

/-- The free-energy Hessian `Phi + F3ᵀ L X` built from the force constants `Phi` and a
vertex `X`. -/
def hessian (Phi : Matrix n n ℝ) (L : Matrix m m ℝ) (F3 X : Matrix m n ℝ) : Matrix n n ℝ :=
  Phi + F3ᵀ * L * X

/-- The vertex equation is the linear system `(1 - F4 L) X = F3`. -/
theorem isDressedVertex_iff_linear [DecidableEq m] (L F4 : Matrix m m ℝ) (F3 X : Matrix m n ℝ) :
    IsDressedVertex L F4 F3 X ↔ (1 - F4 * L) * X = F3 := by
  unfold IsDressedVertex
  rw [Matrix.sub_mul, Matrix.one_mul]
  exact sub_eq_iff_eq_add.symm

/-- If `1 - F4 L` is invertible, `X` solves the vertex equation exactly when
`X = (1 - F4 L)⁻¹ F3`. -/
theorem isDressedVertex_iff_inv [DecidableEq m] {L F4 : Matrix m m ℝ}
    (h : IsUnit (1 - F4 * L).det) (F3 X : Matrix m n ℝ) :
    IsDressedVertex L F4 F3 X ↔ X = (1 - F4 * L)⁻¹ * F3 := by
  rw [isDressedVertex_iff_linear]
  constructor
  · intro hX
    rw [← hX, ← Matrix.mul_assoc, nonsing_inv_mul _ h, Matrix.one_mul]
  · intro hX
    rw [hX, ← Matrix.mul_assoc, mul_nonsing_inv _ h, Matrix.one_mul]

/-- With at least one displacement coordinate, if the vertex equation has exactly one
solution then `1 - F4 L` is invertible. -/
theorem isUnit_of_existsUnique [DecidableEq m] [Nonempty n] {L F4 : Matrix m m ℝ}
    {F3 : Matrix m n ℝ} (h : ∃! X, IsDressedVertex L F4 F3 X) :
    IsUnit (1 - F4 * L).det := by
  obtain ⟨X, hX, hu⟩ := h
  by_contra hn
  have hdet : (1 - F4 * L).det = 0 := by
    by_contra h0
    exact hn (isUnit_iff_ne_zero.2 h0)
  obtain ⟨v, hv, hv0⟩ := Matrix.exists_mulVec_eq_zero_iff.2 hdet
  -- a null vector added to every column gives a second solution
  have hV : (1 - F4 * L) * (Matrix.of fun i (_ : n) => v i) = 0 := by
    ext i j
    exact congrFun hv0 i
  have hsol : IsDressedVertex L F4 F3 (X + Matrix.of fun i (_ : n) => v i) := by
    rw [isDressedVertex_iff_linear, Matrix.mul_add, hV, add_zero]
    exact (isDressedVertex_iff_linear L F4 F3 X).1 hX
  have hV0 : (Matrix.of fun i (_ : n) => v i) = 0 :=
    add_left_cancel ((hu _ hsol).trans (add_zero X).symm)
  apply hv
  funext i
  exact congrFun (congrFun hV0 i) (Classical.arbitrary n)

/-- For symmetric `L`, `F4` and a solution `Y` of the vertex equation,
`F3ᵀ L X = Yᵀ (L - L F4 L) X` for every matrix `X`. -/
theorem vertex_term {L F4 : Matrix m m ℝ} {F3 Y : Matrix m n ℝ} (hL : L.IsSymm)
    (hF4 : F4.IsSymm) (hY : IsDressedVertex L F4 F3 Y) (X : Matrix m n ℝ) :
    F3ᵀ * L * X = Yᵀ * (L - L * F4 * L) * X := by
  have hY' : Y = F3 + F4 * L * Y := hY
  -- eliminate the bare vertex in favour of the dressed one
  have h : F3 = Y - F4 * L * Y := eq_sub_of_add_eq hY'.symm
  rw [h]
  simp only [transpose_mul, transpose_sub, hL.eq, hF4.eq, Matrix.mul_sub, Matrix.sub_mul,
    Matrix.mul_assoc]

/-- For symmetric `Phi`, `L`, `F4` the Hessian built from any solution of the vertex equation
is symmetric. -/
theorem hessian_isSymm {Phi : Matrix n n ℝ} {L F4 : Matrix m m ℝ} {F3 X : Matrix m n ℝ}
    (hPhi : Phi.IsSymm) (hL : L.IsSymm) (hF4 : F4.IsSymm) (hX : IsDressedVertex L F4 F3 X) :
    (hessian Phi L F3 X).IsSymm := by
  unfold hessian Matrix.IsSymm
  rw [vertex_term hL hF4 hX X]
  simp only [transpose_add, transpose_mul, transpose_sub, transpose_transpose, hPhi.eq, hL.eq,
    hF4.eq, Matrix.mul_assoc]

/-- For symmetric `L`, `F4`, any two solutions of the vertex equation give the same
Hessian. -/
theorem hessian_eq_of_solutions (Phi : Matrix n n ℝ) {L F4 : Matrix m m ℝ}
    {F3 X Y : Matrix m n ℝ} (hL : L.IsSymm) (hF4 : F4.IsSymm)
    (hX : IsDressedVertex L F4 F3 X) (hY : IsDressedVertex L F4 F3 Y) :
    hessian Phi L F3 X = hessian Phi L F3 Y := by
  have hA : (F3ᵀ * L * X)ᵀ = F3ᵀ * L * X := by
    have h := hessian_isSymm (Phi := (0 : Matrix n n ℝ)) isSymm_zero hL hF4 hX
    unfold hessian at h
    rw [zero_add] at h
    exact h.eq
  -- transposition exchanges the two solutions
  have hB : (F3ᵀ * L * X)ᵀ = F3ᵀ * L * Y := by
    rw [vertex_term hL hF4 hY X, vertex_term hL hF4 hX Y]
    simp only [transpose_mul, transpose_sub, transpose_transpose, hL.eq, hF4.eq,
      Matrix.mul_assoc]
  unfold hessian
  rw [← hB, hA]

/-- For symmetric `Phi`, `L`, `F4` with `1 - F4 L` invertible, the vertex equation has the
unique solution `(1 - F4 L)⁻¹ F3`, and the Hessian built from the solution is symmetric. -/
theorem free_energy_hessian [DecidableEq m] {Phi : Matrix n n ℝ} {L F4 : Matrix m m ℝ}
    (F3 : Matrix m n ℝ) (hPhi : Phi.IsSymm) (hL : L.IsSymm) (hF4 : F4.IsSymm)
    (h : IsUnit (1 - F4 * L).det) :
    (∀ X, IsDressedVertex L F4 F3 X ↔ X = (1 - F4 * L)⁻¹ * F3) ∧
      ∀ X, IsDressedVertex L F4 F3 X → (hessian Phi L F3 X).IsSymm :=
  ⟨fun X => isDressedVertex_iff_inv h F3 X, fun _ hX => hessian_isSymm hPhi hL hF4 hX⟩

/-- If `L` is symmetric negative semidefinite and `F4` symmetric positive semidefinite, then
for any solution of the vertex equation the curvature of the Hessian along a displacement `v`
is at most that of `Phi`. -/
theorem hessian_le_phi [Fintype n] (Phi : Matrix n n ℝ) {L F4 : Matrix m m ℝ}
    {F3 X : Matrix m n ℝ} (hL : L.IsSymm) (hF4 : F4.IsSymm)
    (hLn : ∀ y, y ⬝ᵥ L *ᵥ y ≤ 0) (hF4p : ∀ y, 0 ≤ y ⬝ᵥ F4 *ᵥ y)
    (hX : IsDressedVertex L F4 F3 X) (v : n → ℝ) :
    v ⬝ᵥ hessian Phi L F3 X *ᵥ v ≤ v ⬝ᵥ Phi *ᵥ v := by
  have h1 : ∀ w, v ⬝ᵥ Xᵀ *ᵥ w = (X *ᵥ v) ⬝ᵥ w := by
    intro w
    rw [Matrix.dotProduct_mulVec, vecMul_transpose]
  have h2 : ∀ y w, y ⬝ᵥ L *ᵥ w = (L *ᵥ y) ⬝ᵥ w := by
    intro y w
    rw [Matrix.dotProduct_mulVec, ← mulVec_transpose, hL.eq]
  unfold hessian
  rw [vertex_term hL hF4 hX X]
  -- with y = X v the correction is y·Ly - (Ly)·F4(Ly)
  simp only [add_mulVec, dotProduct_add, ← Matrix.mulVec_mulVec, h1, sub_mulVec,
    dotProduct_sub]
  have a := hLn (X *ᵥ v)
  have b := hF4p (L *ᵥ (X *ᵥ v))
  have c := h2 (X *ᵥ v) (F4 *ᵥ (L *ᵥ (X *ᵥ v)))
  linarith

/-- A model two-phonon propagator. -/
def modelL : Matrix (Fin 2) (Fin 2) ℝ := !![-1, 0; 0, -2]

/-- A model quartic vertex. -/
def modelF4 : Matrix (Fin 2) (Fin 2) ℝ := !![1, 1; 1, 1]

/-- In the model, `L` is symmetric negative semidefinite, `F4` symmetric positive
semidefinite and `1 - F4 L` invertible; the solution and the Hessian are given explicitly for
`F3 = diag(4, 4)` and `Phi = diag(30, 30)`. -/
theorem free_energy_hessian_witness :
    modelL.IsSymm ∧ modelF4.IsSymm ∧ IsUnit (1 - modelF4 * modelL).det ∧
      (∀ y, y ⬝ᵥ modelL *ᵥ y ≤ 0) ∧ (∀ y, 0 ≤ y ⬝ᵥ modelF4 *ᵥ y) ∧
      IsDressedVertex modelL modelF4 !![4, 0; 0, 4] !![3, -2; -1, 2] ∧
      hessian !![30, 0; 0, 30] modelL !![4, 0; 0, 4] !![3, -2; -1, 2] = !![18, 8; 8, 14] := by
  refine ⟨?_, ?_, ?_, ?_, ?_, ?_, ?_⟩
  · unfold Matrix.IsSymm
    ext i j
    fin_cases i <;> fin_cases j <;> simp [modelL]
  · unfold Matrix.IsSymm
    ext i j
    fin_cases i <;> fin_cases j <;> simp [modelF4]
  · have h : 1 - modelF4 * modelL = !![2, 2; 1, 3] := by
      rw [Matrix.one_fin_two]
      ext i j
      fin_cases i <;> fin_cases j <;>
        simp [modelL, modelF4] <;> norm_num
    rw [h, isUnit_iff_ne_zero, det_fin_two_of]
    norm_num
  · intro y
    simp only [mulVec, dotProduct, Fin.sum_univ_two]
    simp [modelL]
    nlinarith [sq_nonneg (y 0), sq_nonneg (y 1)]
  · intro y
    simp only [mulVec, dotProduct, Fin.sum_univ_two]
    simp [modelF4]
    nlinarith [sq_nonneg (y 0 + y 1)]
  · unfold IsDressedVertex
    ext i j
    fin_cases i <;> fin_cases j <;>
      simp [modelL, modelF4] <;> norm_num
  · unfold hessian
    ext i j
    fin_cases i <;> fin_cases j <;>
      simp [modelL, Matrix.mul_apply, Fin.sum_univ_two] <;> norm_num

end SelfConsistentPhononHessian
```

```lean
#print axioms SelfConsistentPhononHessian.isUnit_of_existsUnique
#print axioms SelfConsistentPhononHessian.hessian_eq_of_solutions
#print axioms SelfConsistentPhononHessian.free_energy_hessian
#print axioms SelfConsistentPhononHessian.hessian_le_phi
```

```
'SelfConsistentPhononHessian.isUnit_of_existsUnique' depends on axioms: [propext, Classical.choice, Quot.sound]
'SelfConsistentPhononHessian.hessian_eq_of_solutions' depends on axioms: [propext, Classical.choice, Quot.sound]
'SelfConsistentPhononHessian.free_energy_hessian' depends on axioms: [propext, Classical.choice, Quot.sound]
'SelfConsistentPhononHessian.hessian_le_phi' depends on axioms: [propext, Classical.choice, Quot.sound]
```

## From the linear system to the inverse and back

`isDressedVertex_iff_linear` is the rearrangement to (1 − F4 L) X = F3. In `isDressedVertex_iff_inv` the two directions cancel the matrix against its inverse with `nonsing_inv_mul` and `mul_nonsing_inv`. In `isUnit_of_existsUnique`, `Matrix.exists_mulVec_eq_zero_iff` supplies the null vector w, called `v` in the code, and `Matrix.of fun i (_ : n) => v i` is W. Step `hsol` shows that X + W is a solution, uniqueness gives `hV0`, that is W = 0, and reading off the column `Classical.arbitrary n` contradicts w ≠ 0. That column is where `Nonempty n` enters.

## One identity behind three theorems

`vertex_term` is F3ᵀ L X = Yᵀ K X. It substitutes `h : F3 = Y - F4 * L * Y` and expands the transpose using `hL.eq` and `hF4.eq`. `hessian_isSymm` applies it with Y = X and transposes term by term. In `hessian_eq_of_solutions`, `hA` is the first equality of the chain above, obtained from `hessian_isSymm` with Phi = 0, and `hB` is the rest. `free_energy_hessian` pairs `isDressedVertex_iff_inv` with `hessian_isSymm`. In `hessian_le_phi`, `h1` moves Xᵀ across the dot product to form y = X v, `c` moves L across by way of `h2`, and `a` and `b` are the two signs, which `linarith` combines.

## A 2×2 model

`free_energy_hessian_witness` takes L = diag(−1, −2), F4 with all entries 1, F3 = diag(4, 4) and Phi = diag(30, 30). These numbers illustrate the algebra and come from no potential. Listed by rows, 1 − F4 L is (2, 2), (1, 3) with determinant 4, X is (3, −2), (−1, 2), and H is (18, 8), (8, 14): X is not symmetric, and H is. For y with components y₀, y₁ the signs follow from y·Ly = −y₀² − 2y₁² and y·F4 y = (y₀ + y₁)², and these squares are the hints given to `nlinarith`.
